# The anisotropy energy of a fully polarised spin under \(H = D S_z^2\)

Spin components are complex matrices \(X, Y, Z\) (for \(S_x, S_y, S_z\)) over a finite index type `n`, with \(\hbar = 1\). A state is a vector \(v\), and normalisation is the hypothesis `star v ⬝ᵥ v = 1`.

```lean
import Mathlib

open Matrix Complex
open scoped ComplexOrder

noncomputable section

namespace SpinAnisotropy

variable {n : Type*} [Fintype n]
```

The expectation value is \(\langle A\rangle_v = v^\dagger A v\), a complex number.

```lean
/-- The expectation value `⟨v, A v⟩`. -/
def expect (v : n → ℂ) (A : Matrix n n ℂ) : ℂ := star v ⬝ᵥ A *ᵥ v
```

With \(P = \cos\varphi\,X + \sin\varphi\,Y\), the components along the direction \((\theta,\varphi)\) and along increasing \(\theta\) and \(\varphi\) are
\[ N = \cos\theta\,Z + \sin\theta\,P,\quad E = \cos\theta\,P - \sin\theta\,Z,\quad F = \cos\varphi\,Y - \sin\varphi\,X. \]

```lean
/-- The component of the spin along the direction with polar angle `θ` and azimuth `φ`. -/
def radial (θ φ : ℝ) (X Y Z : Matrix n n ℂ) : Matrix n n ℂ :=
  (Real.cos θ : ℂ) • Z + (Real.sin θ : ℂ) • ((Real.cos φ : ℂ) • X + (Real.sin φ : ℂ) • Y)

/-- The spin component along the direction of increasing polar angle. -/
def polar (θ φ : ℝ) (X Y Z : Matrix n n ℂ) : Matrix n n ℂ :=
  (Real.cos θ : ℂ) • ((Real.cos φ : ℂ) • X + (Real.sin φ : ℂ) • Y) - (Real.sin θ : ℂ) • Z

/-- The spin component along the direction of increasing azimuth. -/
def azimuthal (φ : ℝ) (X Y : Matrix n n ℂ) : Matrix n n ℂ :=
  (Real.cos φ : ℂ) • Y - (Real.sin φ : ℂ) • X
```

The real constant \(D\) stands for the axial zero-field splitting produced by spin-spin and spin-orbit coupling. It is given here, not computed, and there is no rhombic term.

```lean
/-- The axial zero-field splitting Hamiltonian `D Sz²`. -/
def axialZFS (D : ℝ) (Z : Matrix n n ℂ) : Matrix n n ℂ := (D : ℂ) • (Z * Z)
```

### (a) Linearity

Show that \(\langle A+B\rangle_v = \langle A\rangle_v + \langle B\rangle_v\) and \(\langle aA\rangle_v = a\langle A\rangle_v\).

**Solution.** Both follow from \((A+B)v = Av+Bv\), \((aA)v = a(Av)\) and linearity of the inner product in its second slot.

```lean
/-- The expectation value is linear in the observable. -/
theorem expect_linear (v : n → ℂ) :
    (∀ A B, expect v (A + B) = expect v A + expect v B) ∧
    (∀ (a : ℂ) A, expect v (a • A) = a * expect v A) := by
  constructor
  · intro A B
    simp only [expect, Matrix.add_mulVec, dotProduct_add]
  · intro a A
    simp only [expect, Matrix.smul_mulVec, dotProduct_smul, smul_eq_mul]
```

### (b) Conjugation

Show that \(\overline{\langle A\rangle_v} = \langle A^\dagger\rangle_v\).

**Solution.** \(\overline{v^\dagger A v} = (Av)^\dagger v = v^\dagger A^\dagger v\). Hermitian matrices therefore have real expectation values.

```lean
/-- The complex conjugate of an expectation value is that of the adjoint operator. -/
theorem expect_conj (v : n → ℂ) (A : Matrix n n ℂ) :
    star (expect v A) = expect v Aᴴ := by
  unfold expect
  rw [← Matrix.star_dotProduct, Matrix.star_mulVec, ← Matrix.dotProduct_mulVec]
```

The structure `IsSpin S X Y Z` collects Hermiticity, the three commutators and \(X^2+Y^2+Z^2 = S(S+1)\). The number \(S\) is real and is not assumed to be a multiple of \(\tfrac12\); the states of maximal projection enter below as hypotheses.

```lean
variable [DecidableEq n]

/-- Hermitian matrices `X, Y, Z` with the angular-momentum commutators (`ħ = 1`) and
total spin `S`, so that `X² + Y² + Z² = S(S+1)`. -/
structure IsSpin (S : ℝ) (X Y Z : Matrix n n ℂ) : Prop where
  hX : X.IsHermitian
  hY : Y.IsHermitian
  hZ : Z.IsHermitian
  xy : X * Y - Y * X = I • Z
  yz : Y * Z - Z * Y = I • X
  zx : Z * X - X * Z = I • Y
  casimir : X * X + Y * Y + Z * Z = ((S : ℂ) * (S + 1)) • (1 : Matrix n n ℂ)
```

### (c) The raising operator

Let \(A, B\) be Hermitian with \([A,B] = iN\) and \(A^2+B^2+N^2 = S(S+1)\), where \(N\) is any such matrix. If \(Nv = Sv\), show that
\[ (A+iB)v = 0. \]

**Solution.** Lowering times raising gives
\[ (A-iB)(A+iB) = A^2+B^2+i[A,B] = S(S+1)-N^2-N. \]
On \(v\) this is \(S(S+1)-S^2-S = 0\), so \(\|(A+iB)v\|^2 = 0\). In the code, `hM` is the operator identity and `hz` its action on \(v\).

```lean
/-- Let `A, B` be Hermitian with `[A, B] = iN` and `A² + B² + N² = S(S+1)`. The raising
operator `A + iB` annihilates every `v` with `N v = S v`. -/
theorem raising_annihilates {S : ℝ} {A B N : Matrix n n ℂ} {v : n → ℂ}
    (hA : A.IsHermitian) (hB : B.IsHermitian) (hAB : A * B - B * A = I • N)
    (hC : A * A + B * B + N * N = ((S : ℂ) * (S + 1)) • (1 : Matrix n n ℂ))
    (hv : N *ᵥ v = (S : ℂ) • v) : (A + I • B) *ᵥ v = 0 := by
  have sI : star I = -I := by simp
  have hadj : (A + I • B)ᴴ = A - I • B := by
    rw [Matrix.conjTranspose_add, Matrix.conjTranspose_smul, hA.eq, hB.eq, sI]
    module
  -- lowering times raising is `S(S+1) - N² - N`
  have e : (A - I • B) * (A + I • B) = A * A + B * B + I • (A * B - B * A) := by
    simp only [sub_mul, mul_add, smul_mul_assoc, mul_smul_comm, smul_sub, smul_smul,
      I_mul_I]
    module
  have hM : (A + I • B)ᴴ * (A + I • B)
      = ((S : ℂ) * (S + 1)) • (1 : Matrix n n ℂ) - N * N - N := by
    rw [hadj, e, hAB, smul_smul, I_mul_I, ← hC]
    module
  have hz : ((A + I • B)ᴴ * (A + I • B)) *ᵥ v = 0 := by
    rw [hM, Matrix.sub_mulVec, Matrix.sub_mulVec, Matrix.smul_mulVec, Matrix.one_mulVec,
      ← Matrix.mulVec_mulVec, hv, Matrix.mulVec_smul, hv]
    module
  apply dotProduct_star_self_eq_zero.mp
  rw [Matrix.star_mulVec, ← Matrix.dotProduct_mulVec, Matrix.mulVec_mulVec, hz,
    dotProduct_zero]
```

### (d) Transverse moments

For a unit vector \(v\) as in (c), show that
\[ \langle A\rangle_v = 0,\qquad \langle A^2\rangle_v = S/2. \]

**Solution.** By (c), \(\langle CA\rangle + i\langle CB\rangle = 0\) for every matrix \(C\); this is `key`.

- \(C=1\): \(\langle A\rangle + i\langle B\rangle = 0\) with both means real, so \(\langle A\rangle = 0\).
- \(C=A\), conjugated: \(\langle A^2\rangle = i\langle BA\rangle\).
- \(C=B\): \(i\langle BA\rangle = \langle B^2\rangle\).

The two mean squares are thus equal, and their sum is \(S(S+1)-S^2 = S\).

```lean
/-- Let `A, B` be Hermitian with `[A, B] = iN` and `A² + B² + N² = S(S+1)`. In a unit vector
with `N v = S v` the transverse component `A` has mean zero and mean square `S/2`. -/
theorem transverse_moments {S : ℝ} {A B N : Matrix n n ℂ} {v : n → ℂ}
    (hA : A.IsHermitian) (hB : B.IsHermitian) (hAB : A * B - B * A = I • N)
    (hC : A * A + B * B + N * N = ((S : ℂ) * (S + 1)) • (1 : Matrix n n ℂ))
    (hu : star v ⬝ᵥ v = 1) (hv : N *ᵥ v = (S : ℂ) • v) :
    expect v A = 0 ∧ expect v (A * A) = (S : ℂ) / 2 := by
  have h := raising_annihilates hA hB hAB hC hv
  have sI : star I = -I := by simp
  have key (C : Matrix n n ℂ) : expect v (C * A) + I * expect v (C * B) = 0 := by
    rw [← (expect_linear v).2, ← (expect_linear v).1, ← mul_smul_comm, ← mul_add, expect,
      ← Matrix.mulVec_mulVec, h, Matrix.mulVec_zero, dotProduct_zero]
  constructor
  · -- both means are real, so `⟨A⟩ + i⟨B⟩ = 0` makes them vanish
    have h1 := key 1
    rw [one_mul, one_mul] at h1
    have h2 := congrArg star h1
    rw [star_add, star_mul', sI, expect_conj, expect_conj, hA.eq, hB.eq, star_zero] at h2
    linear_combination (h1 + h2) / 2
  · -- the two transverse fluctuations are equal, and their sum is `S`
    have h2 := congrArg star (key A)
    rw [star_add, star_mul', sI, expect_conj, expect_conj, Matrix.conjTranspose_mul,
      Matrix.conjTranspose_mul, hA.eq, hB.eq, star_zero] at h2
    have hN : expect v (N * N) = (S : ℂ) * S := by
      simp only [expect, ← Matrix.mulVec_mulVec, hv, Matrix.mulVec_smul, dotProduct_smul,
        smul_eq_mul, hu, mul_one]
    have h1 : expect v (1 : Matrix n n ℂ) = 1 := by rw [expect, Matrix.one_mulVec, hu]
    have hs := congrArg (expect v) hC
    rw [(expect_linear v).1, (expect_linear v).1, (expect_linear v).2, hN, h1] at hs
    linear_combination (h2 + I * key B - expect v (B * B) * I_sq + hs) / 2
```

### (e) The rotated frame

For a spin \(X,Y,Z\), show that
\[ [E,F] = iN,\qquad E^2+F^2+N^2 = S(S+1). \]

**Solution.** The commutators give \([P,F] = iZ\) and \([Z,F] = -iP\), so
\[ [E,F] = i\cos\theta\,Z + i\sin\theta\,P = iN. \]
The cross terms cancel in \(E^2+N^2 = P^2+Z^2\) and in \(P^2+F^2 = X^2+Y^2\). Lean expands everything in \(X,Y,Z\) at once.

```lean
/-- The polar, azimuthal and radial components of a spin with total spin `S` obey
`[polar, azimuthal] = i radial`, and their squares add up to `S(S+1)`. -/
theorem rotated_frame {S : ℝ} {X Y Z : Matrix n n ℂ} (h : IsSpin S X Y Z) (θ φ : ℝ) :
    polar θ φ X Y Z * azimuthal φ X Y - azimuthal φ X Y * polar θ φ X Y Z
      = I • radial θ φ X Y Z ∧
    polar θ φ X Y Z * polar θ φ X Y Z + azimuthal φ X Y * azimuthal φ X Y
      + radial θ φ X Y Z * radial θ φ X Y Z = ((S : ℂ) * (S + 1)) • (1 : Matrix n n ℂ) := by
  have py (t : ℝ) : (Real.cos t : ℂ) ^ 2 + (Real.sin t : ℂ) ^ 2 = 1 := by
    exact_mod_cast Real.cos_sq_add_sin_sq t
  have hθ := py θ
  have hφ := py φ
  unfold polar azimuthal radial
  generalize (Real.cos θ : ℂ) = c at *
  generalize (Real.sin θ : ℂ) = s at *
  generalize (Real.cos φ : ℂ) = p at *
  generalize (Real.sin φ : ℂ) = q at *
  constructor
  · have key : (c • (p • X + q • Y) - s • Z) * (p • Y - q • X)
        - (p • Y - q • X) * (c • (p • X + q • Y) - s • Z)
        = c • ((p ^ 2 + q ^ 2) • (X * Y - Y * X)) + (s * p) • (Y * Z - Z * Y)
          + (s * q) • (Z * X - X * Z) := by
      simp only [mul_add, add_mul, mul_sub, sub_mul, smul_mul_assoc, mul_smul_comm,
        smul_add, smul_sub, smul_smul]
      module
    rw [key, hφ, h.xy, h.yz, h.zx]
    module
  · have key : (c • (p • X + q • Y) - s • Z) * (c • (p • X + q • Y) - s • Z)
        + (p • Y - q • X) * (p • Y - q • X)
        + (c • Z + s • (p • X + q • Y)) * (c • Z + s • (p • X + q • Y))
        = ((c ^ 2 + s ^ 2) * p ^ 2 + q ^ 2) • (X * X)
          + (p ^ 2 + (c ^ 2 + s ^ 2) * q ^ 2) • (Y * Y) + (c ^ 2 + s ^ 2) • (Z * Z)
          + ((c ^ 2 + s ^ 2 - 1) * (p * q)) • (X * Y + Y * X) := by
      simp only [mul_add, add_mul, mul_sub, sub_mul, smul_mul_assoc, mul_smul_comm,
        smul_add, smul_sub, smul_smul]
      module
    rw [key, hθ, one_mul, one_mul, hφ, sub_self, zero_mul, zero_smul, add_zero, one_smul,
      one_smul, one_smul, h.casimir]
```

### (f) The angular law

If \(v\) is a unit vector with \(Nv = Sv\), show that
\[ \langle Z^2\rangle_v = S^2\cos^2\theta + \tfrac{S}{2}\sin^2\theta. \]

**Solution.** Write \(Z = \cos\theta\,N - \sin\theta\,E\) and square. By (e), part (d) applies to \(E, F, N\), so \(\langle E^2\rangle = S/2\) and \(\langle EN\rangle = S\langle E\rangle = 0\). Its conjugate \(\langle NE\rangle\) vanishes too, and \(\langle N^2\rangle = S^2\).

```lean
/-- In a unit vector with maximal spin projection `S` along the direction `(θ, φ)`,
`⟨Sz²⟩ = S² cos²θ + (S/2) sin²θ`. -/
theorem expect_sz_sq {S : ℝ} {X Y Z : Matrix n n ℂ} (h : IsSpin S X Y Z) (θ φ : ℝ)
    {v : n → ℂ} (hu : star v ⬝ᵥ v = 1) (hv : radial θ φ X Y Z *ᵥ v = (S : ℂ) • v) :
    expect v (Z * Z)
      = (S : ℂ) ^ 2 * (Real.cos θ : ℂ) ^ 2 + (S : ℂ) / 2 * (Real.sin θ : ℂ) ^ 2 := by
  have sr (r : ℝ) : star (r : ℂ) = r := Complex.conj_ofReal r
  have hE : (polar θ φ X Y Z).IsHermitian := by
    simp only [Matrix.IsHermitian, polar, Matrix.conjTranspose_add, Matrix.conjTranspose_sub,
      Matrix.conjTranspose_smul, sr, h.hX.eq, h.hY.eq, h.hZ.eq]
  have hF : (azimuthal φ X Y).IsHermitian := by
    simp only [Matrix.IsHermitian, azimuthal, Matrix.conjTranspose_sub,
      Matrix.conjTranspose_smul, sr, h.hX.eq, h.hY.eq]
  have hN : (radial θ φ X Y Z).IsHermitian := by
    simp only [Matrix.IsHermitian, radial, Matrix.conjTranspose_add,
      Matrix.conjTranspose_smul, sr, h.hX.eq, h.hY.eq, h.hZ.eq]
  obtain ⟨hc, hs⟩ := rotated_frame h θ φ
  obtain ⟨m1, m2⟩ := transverse_moments hE hF hc hs hu hv
  have py : (Real.cos θ : ℂ) ^ 2 + (Real.sin θ : ℂ) ^ 2 = 1 := by
    exact_mod_cast Real.cos_sq_add_sin_sq θ
  -- resolve `Sz` into its radial and polar parts
  have hZ : (Real.cos θ : ℂ) • radial θ φ X Y Z + (-(Real.sin θ : ℂ)) • polar θ φ X Y Z
      = Z := by
    have e : (Real.cos θ : ℂ) • radial θ φ X Y Z + (-(Real.sin θ : ℂ)) • polar θ φ X Y Z
        = ((Real.cos θ : ℂ) ^ 2 + (Real.sin θ : ℂ) ^ 2) • Z := by
      unfold radial polar
      module
    rw [e, py, one_smul]
  have nn : expect v (radial θ φ X Y Z * radial θ φ X Y Z) = (S : ℂ) * S := by
    simp only [expect, ← Matrix.mulVec_mulVec, hv, Matrix.mulVec_smul, dotProduct_smul,
      smul_eq_mul, hu, mul_one]
  -- the cross terms vanish
  have en : expect v (polar θ φ X Y Z * radial θ φ X Y Z) = 0 := by
    have e : expect v (polar θ φ X Y Z * radial θ φ X Y Z)
        = (S : ℂ) * expect v (polar θ φ X Y Z) := by
      simp only [expect, ← Matrix.mulVec_mulVec, hv, Matrix.mulVec_smul, dotProduct_smul,
        smul_eq_mul]
    rw [e, m1, mul_zero]
  have ne := expect_conj v (polar θ φ X Y Z * radial θ φ X Y Z)
  rw [Matrix.conjTranspose_mul, hN.eq, hE.eq, en, star_zero] at ne
  have hq := congrArg (fun M => expect v (M * M)) hZ
  simp only [add_mul, mul_add, smul_mul_assoc, mul_smul_comm, (expect_linear v).1,
    (expect_linear v).2, nn, en, ← ne, m2] at hq
  rw [← hq]
  ring
```

### (g) Energy against angle

Let \(u\) be a unit vector with \(Zu = Su\), and \(v\) as in (f). Show that
\[ \langle H\rangle_u - \langle H\rangle_v = D\,S\left(S-\tfrac12\right)\sin^2\theta. \]

**Solution.** Since \(\langle Z^2\rangle_u = S^2\), the difference is \(D\left[S^2(1-\cos^2\theta) - \tfrac S2\sin^2\theta\right]\).

```lean
/-- For `H = D Sz²`, let the unit vectors `u` and `v` have maximal projection `S` along `z` and
along `(θ, φ)`. Their energies differ by `D S(S - 1/2) sin²θ`. -/
theorem anisotropy_energy {S : ℝ} {X Y Z : Matrix n n ℂ} (h : IsSpin S X Y Z) (D θ φ : ℝ)
    {u v : n → ℂ} (hu : star u ⬝ᵥ u = 1) (hv : star v ⬝ᵥ v = 1)
    (hzu : Z *ᵥ u = (S : ℂ) • u) (hnv : radial θ φ X Y Z *ᵥ v = (S : ℂ) • v) :
    expect u (axialZFS D Z) - expect v (axialZFS D Z)
      = (D : ℂ) * S * (S - 1 / 2) * (Real.sin θ : ℂ) ^ 2 := by
  have py : (Real.cos θ : ℂ) ^ 2 + (Real.sin θ : ℂ) ^ 2 = 1 := by
    exact_mod_cast Real.cos_sq_add_sin_sq θ
  have eu : expect u (Z * Z) = (S : ℂ) * S := by
    simp only [expect, ← Matrix.mulVec_mulVec, hzu, Matrix.mulVec_smul, dotProduct_smul,
      smul_eq_mul, hu, mul_one]
  rw [axialZFS, (expect_linear u).2, (expect_linear v).2, eu, expect_sz_sq h θ φ hv hnv]
  linear_combination (-(D : ℂ) * S ^ 2) * py
```

### (h) Polarisation along \(x\)

If instead \(Xv = Sv\), show that
\[ \langle Z^2\rangle_v = S/2,\qquad \langle H\rangle_u-\langle H\rangle_v = D\,S\left(S-\tfrac12\right). \]

**Solution.** Put \(\theta=\pi/2\), \(\varphi=0\), where \(N = X\).

For a single spin \(S\ge1\) with purely axial splitting, suppose that the computed energies of these two orientations can be identified with \(\langle H\rangle_u\) and \(\langle H\rangle_v\). Then \(D\) is their difference divided by \(S(S-\tfrac12)\), not by the classical \(S^2\).

```lean
/-- Let the total spin be `S`. For unit vectors with `Sz u = S u` and `Sx v = S v`,
`⟨v, Sz² v⟩ = S/2`, and the energies of `u` and `v` under `H = D Sz²` differ by `D S(S - 1/2)`. -/
theorem anisotropy_energy_x {S : ℝ} {X Y Z : Matrix n n ℂ} (h : IsSpin S X Y Z) (D : ℝ)
    {u v : n → ℂ} (hu : star u ⬝ᵥ u = 1) (hv : star v ⬝ᵥ v = 1)
    (hzu : Z *ᵥ u = (S : ℂ) • u) (hxv : X *ᵥ v = (S : ℂ) • v) :
    expect v (Z * Z) = (S : ℂ) / 2 ∧
    expect u (axialZFS D Z) - expect v (axialZFS D Z) = ((D * S * (S - 1 / 2) : ℝ) : ℂ) := by
  have hr : radial (Real.pi / 2) 0 X Y Z = X := by
    simp only [radial, Real.cos_pi_div_two, Real.sin_pi_div_two, Real.cos_zero,
      Real.sin_zero, Complex.ofReal_zero, Complex.ofReal_one, zero_smul, one_smul,
      zero_add, add_zero]
  have hn : radial (Real.pi / 2) 0 X Y Z *ᵥ v = (S : ℂ) • v := by rw [hr, hxv]
  constructor
  · rw [expect_sz_sq h _ _ hv hn, Real.cos_pi_div_two, Real.sin_pi_div_two,
      Complex.ofReal_zero, Complex.ofReal_one]
    ring
  · rw [anisotropy_energy h D _ _ hu hv hzu hn, Real.sin_pi_div_two, Complex.ofReal_one]
    push_cast
    ring
```

### (i) Doublets

For \(D\neq0\), \(S>0\) and \(u,v\) as in (h), show that
\[ \langle H\rangle_u = \langle H\rangle_v \iff S = \tfrac12. \]

**Solution.** In \(D\,S(S-\tfrac12) = 0\) only the last factor can vanish.

```lean
/-- For `D ≠ 0` and total spin `S > 0`, unit vectors with `Sz u = S u` and `Sx v = S v` have the
same energy under `H = D Sz²` exactly when `S = 1/2`. -/
theorem no_anisotropy_iff_doublet {S D : ℝ} {X Y Z : Matrix n n ℂ} (h : IsSpin S X Y Z)
    (hD : D ≠ 0) (hS : 0 < S) {u v : n → ℂ} (hu : star u ⬝ᵥ u = 1) (hv : star v ⬝ᵥ v = 1)
    (hzu : Z *ᵥ u = (S : ℂ) • u) (hxv : X *ᵥ v = (S : ℂ) • v) :
    expect u (axialZFS D Z) = expect v (axialZFS D Z) ↔ S = 1 / 2 := by
  rw [← sub_eq_zero, (anisotropy_energy_x h D hu hv hzu hxv).2, Complex.ofReal_eq_zero,
    mul_eq_zero, or_iff_right (mul_ne_zero hD hS.ne'), sub_eq_zero]
```

### (j) Spin 1 in numbers

Show that \((S_k)_{jl} = -i\varepsilon_{kjl}\) is a spin with \(S=1\), and that
\[ u = \tfrac12(1+i,\,-1+i,\,0),\qquad v = \tfrac12(0,\,1+i,\,-1+i) \]
are unit vectors with \(Zu = u\) and \(Xv = v\).

**Solution.** The spin relations follow by multiplying the matrices. Each nonzero entry of \(u\) and \(v\) has squared modulus \(\tfrac12\), so both norms are 1. Next, \(-iu_2 = u_1\) and \(iu_1 = u_2\) give \(Zu=u\); the same relations, shifted by one index, give \(Xv=v\).

Now take \(D = 2\ \mathrm{cm^{-1}}\). Since \(Z^2 = \mathrm{diag}(1,1,0)\), the energies are \(2\) and \(1\ \mathrm{cm^{-1}}\). They differ by \(1\ \mathrm{cm^{-1}}\), as (h) requires, whereas \(DS^2\) would be \(2\ \mathrm{cm^{-1}}\).

```lean
/-- The spin-1 matrices in the Cartesian basis form a spin with `S = 1`, and the displayed
unit vectors have projection 1 along `z` and along `x`. -/
theorem isSpin_witness :
    IsSpin 1 !![0, 0, 0; 0, 0, -I; 0, I, 0] !![0, 0, I; 0, 0, 0; -I, 0, 0]
      !![0, -I, 0; I, 0, 0; 0, 0, 0] ∧
    star ![(⟨1/2, 1/2⟩ : ℂ), ⟨-1/2, 1/2⟩, 0] ⬝ᵥ ![(⟨1/2, 1/2⟩ : ℂ), ⟨-1/2, 1/2⟩, 0] = 1 ∧
    star ![0, (⟨1/2, 1/2⟩ : ℂ), ⟨-1/2, 1/2⟩] ⬝ᵥ ![0, (⟨1/2, 1/2⟩ : ℂ), ⟨-1/2, 1/2⟩] = 1 ∧
    !![0, -I, 0; I, 0, 0; 0, 0, 0] *ᵥ ![(⟨1/2, 1/2⟩ : ℂ), ⟨-1/2, 1/2⟩, 0]
      = ((1 : ℝ) : ℂ) • ![(⟨1/2, 1/2⟩ : ℂ), ⟨-1/2, 1/2⟩, 0] ∧
    !![0, 0, 0; 0, 0, -I; 0, I, 0] *ᵥ ![0, (⟨1/2, 1/2⟩ : ℂ), ⟨-1/2, 1/2⟩]
      = ((1 : ℝ) : ℂ) • ![0, (⟨1/2, 1/2⟩ : ℂ), ⟨-1/2, 1/2⟩] := by
  refine ⟨⟨?_, ?_, ?_, ?_, ?_, ?_, ?_⟩, ?_, ?_, ?_, ?_⟩
  iterate 3
    · refine Matrix.IsHermitian.ext fun i j => ?_
      fin_cases i <;> fin_cases j <;> simp
  iterate 4
    · ext i j
      fin_cases i <;> fin_cases j <;> simp
  iterate 2
    · simp [dotProduct, Fin.sum_univ_succ, Complex.ext_iff]
      norm_num
  iterate 2
    · ext i
      fin_cases i <;>
        simp [Matrix.mulVec, dotProduct, Fin.sum_univ_succ, Complex.ext_iff] <;> norm_num

end SpinAnisotropy
```

```lean
#print axioms SpinAnisotropy.anisotropy_energy_x
-- 'SpinAnisotropy.anisotropy_energy_x' depends on axioms: [propext, Classical.choice, Quot.sound]
#print axioms SpinAnisotropy.no_anisotropy_iff_doublet
-- 'SpinAnisotropy.no_anisotropy_iff_doublet' depends on axioms: [propext, Classical.choice, Quot.sound]
```
